# For the junction energy −a cos x + b cos 2x, cos x at the energy minimum is continuous in a if b > 0 and jumps at a = 0 if b < 0

## Neither 0 nor π at the crossover?

If I assign a Josephson junction the phase 0 or π by the sign of its first harmonic, I can end up at a local maximum of its energy instead of the minimum. My energy is

E(x) = −a cos x + b cos 2x,

where x is the superconducting phase difference and a and b are real coupling energies. I tune a through zero to go from a π junction (a < 0) to an ordinary 0 junction (a > 0). But at a = 0 with b > 0, the phases 0 and π both have energy b, while x = π/2 has energy −b. My sign rule fails at the very crossover I care about.

Setting the derivative to zero doesn't settle it. I get

sin x (a − 4b cos x) = 0,

so either sin x = 0 or cos x = a/(4b). The second root is available for both signs of b whenever |a| ≤ 4|b|. When is it the ground state, what replaces it outside that range, and does the junction turn gradually from π to 0 or snap?

## The sign of b decides

Call a phase of lowest energy a ground phase. For b > 0, the ground phases are exactly those with cos x equal to a/(4b), cut off at −1 and 1. Their cosine changes continuously with a. For b < 0, the ground state has cos x = −1 when a < 0 and cos x = 1 when a > 0, so the cosine jumps at a = 0.

Physically, a is the coupling from coherent transfer of single Cooper pairs, and b the coupling from coherent transfer of two pairs at once. The letter x is the phase usually written φ. Many texts write the second term as −E₂ cos 2φ, so that b = −E₂ and positive b means a negative second harmonic in the current–phase relation. Below, a positive or negative second harmonic always refers to the sign of the cos 2x term in the energy E(x), not to the current.

### Positive second harmonic: a parabola on an interval

Write c = cos x. Since cos 2x = 2c² − 1,

E(x) = −a c + b(2c² − 1).

As x runs over the reals, c runs over the interval from −1 to 1. For b > 0 this is an upward parabola with its vertex at c = a/(4b), which may lie outside the interval. Define the clamped value

k = max(−1, min(1, a/(4b)))

and let y be a phase with cos y = k. One exists because k lies between −1 and 1. Subtracting the two energies gives

E(x) − E(y) = −a(c − k) + 2b(c² − k²)

= 2b(c − k)² + (c − k)(4bk − a).

The last product is never negative:

- If a/(4b) ≥ 1, then k = 1. Both c − 1 and 4b − a are at most zero.
- If −1 ≤ a/(4b) ≤ 1, then 4bk = a and the product vanishes.
- If a/(4b) ≤ −1, then k = −1. Both c + 1 and −4b − a are at least zero.

Therefore

E(x) ≥ E(y) + 2b(c − k)².

A phase with c = k is a global minimizer, and any phase with c ≠ k costs strictly more energy. That is the full classification for b > 0. The clamped ratio is a continuous function of a, so the ground-state cosine is too.

Inside the window |a| < 4b we have c = a/(4b), and

sin² x = 1 − (a/(4b))² > 0.

The ground phase is then neither 0 nor π. This is a φ-junction, with two opposite ground phases modulo 2π. Its ground energy is

E = −a²/(4b) + 2b · a²/(16b²) − b = −b − a²/(8b).

### Negative second harmonic: the endpoints compete

Keep b > 0 and write the second harmonic as −b. The energy becomes

E(x) = −a c − b(2c² − 1).

For a > 0, compare with x = 0, where the energy is −a − b:

E(x) − E(0) = a(1 − c) + 2b(1 − c²).

Both terms are nonnegative, and their sum vanishes only at c = 1. For a < 0, shifting the phase by π reverses c and therefore the sign of a, which turns this case into the previous one and gives c = −1. At a = 0 the difference is 2b(1 − c²), so c = −1 and c = 1 are both ground states and nothing else is.

The interior root, which in this notation is cos x = −a/(4b), still solves the stationarity equation. But the parabola now opens downward, so for |a| < 4b this root marks the highest energy.

### What the Lean statements say

`energy a b x` is the energy above, with all three arguments real. `IsGroundPhase a b x` says that the energy at x is no greater than at any other real phase. It is a global condition, and it makes no reference to the clamped formula. Phases differing by 2π count as different real numbers but have the same energy. The separate definition `clampedCos a b` is k.

`isGroundPhase_iff` is the classification for b > 0, with the clamp written out in its statement. `continuous_cos_groundPhase` takes a function `φ` that selects one ground phase for each a, and concludes that its cosine is continuous. Here `φ` is a selection, not a single phase. The selected phase itself may hop between the two opposite minima without disturbing the cosine.

`phi_junction` takes any ground phase x and, for the couplings, assumes only |a| < 4b, which already forces b > 0. It gives the cosine, the nonzero sine and the ground energy.

In the theorems for a negative second harmonic, `b` stays positive and the energy receives `-b`. Three of them classify the ground phases for a > 0, a < 0 and a = 0. `cos_groundPhase_jump` then states the one-sided limits: −1 as a approaches zero from below (`𝓝[<] 0`) and 1 from above (`𝓝[>] 0`), for every selection of ground phases. The choice made at a = 0 has no effect on either limit.

```lean
import Mathlib

open Filter Topology

namespace PiJunction

noncomputable section

/-- Energy of a Josephson junction at phase difference `x`, with first-harmonic
coupling `a` and second-harmonic coupling `b`. -/
def energy (a b x : ℝ) : ℝ := -a * Real.cos x + b * Real.cos (2 * x)

/-- A ground phase is a phase difference that minimizes the junction energy globally. -/
def IsGroundPhase (a b x : ℝ) : Prop := ∀ y, energy a b x ≤ energy a b y

/-- The ratio `a / (4 b)` cut off to the interval from `-1` to `1`, for `b ≠ 0`. -/
def clampedCos (a b : ℝ) : ℝ := max (-1) (min 1 (a / (4 * b)))

/-- The junction energy is a quadratic polynomial in the cosine of the phase. -/
theorem energy_eq (a b x : ℝ) :
    energy a b x = -a * Real.cos x + b * (2 * Real.cos x ^ 2 - 1) := by
  rw [energy, Real.cos_two_mul]

/-- For `b > 0`, let `y` be a phase whose cosine is the clamped ratio. Any phase `x` costs
at least `2 b (cos x - cos y)²` more energy than `y`. -/
theorem energy_gap {a b x y : ℝ} (hb : 0 < b) (hy : Real.cos y = clampedCos a b) :
    energy a b y + 2 * b * (Real.cos x - Real.cos y) ^ 2 ≤ energy a b x := by
  have hb4 : 0 < 4 * b := by positivity
  -- the slope at the clamped point never favours a move inside the allowed interval
  have key : 0 ≤ (Real.cos x - Real.cos y) * (4 * b * Real.cos y - a) := by
    rw [hy, clampedCos]
    rcases le_total 1 (a / (4 * b)) with h | h
    · have h' : 1 * (4 * b) ≤ a := (le_div_iff₀ hb4).1 h
      rw [min_eq_left h, max_eq_right (by norm_num)]
      nlinarith [mul_nonneg (sub_nonneg.2 (Real.cos_le_one x)) (sub_nonneg.2 h')]
    · rw [min_eq_right h]
      rcases le_total (-1) (a / (4 * b)) with h2 | h2
      · have h' : 4 * b * (a / (4 * b)) = a := mul_div_cancel₀ a hb4.ne'
        rw [max_eq_right h2, h', sub_self, mul_zero]
      · have h' : a ≤ -1 * (4 * b) := (div_le_iff₀ hb4).1 h2
        rw [max_eq_left h2]
        nlinarith [mul_nonneg (sub_nonneg.2 (Real.neg_one_le_cos x)) (sub_nonneg.2 h')]
  simp only [energy_eq]
  nlinarith [key]

/-- For `b > 0`, the ground phases are exactly the phases whose cosine is `a / (4 b)`
cut off to the interval from `-1` to `1`. -/
theorem isGroundPhase_iff {a b x : ℝ} (hb : 0 < b) :
    IsGroundPhase a b x ↔ Real.cos x = max (-1) (min 1 (a / (4 * b))) := by
  change _ ↔ Real.cos x = clampedCos a b
  constructor
  · intro h
    -- compare with a phase that realises the clamped cosine
    have hy : Real.cos (Real.arccos (clampedCos a b)) = clampedCos a b :=
      Real.cos_arccos (le_max_left _ _) (max_le (by norm_num) (min_le_left _ _))
    have hgap := energy_gap (x := x) hb hy
    have hmin := h (Real.arccos (clampedCos a b))
    rw [hy] at hgap
    have hsq : (Real.cos x - clampedCos a b) ^ 2 ≤ 0 := by
      by_contra hn
      have hpos := mul_pos hb (not_le.1 hn)
      linarith
    have hzero := le_antisymm hsq (sq_nonneg _)
    exact sub_eq_zero.1 (pow_eq_zero_iff two_ne_zero |>.1 hzero)
  · intro hx y
    have hgap := energy_gap (x := y) hb hx
    have hpos : 0 ≤ 2 * b * (Real.cos y - Real.cos x) ^ 2 := by positivity
    linarith

/-- For `b > 0`, the cosine of the ground phase depends continuously on `a`, whichever
ground phase is chosen at each `a`. -/
theorem continuous_cos_groundPhase {b : ℝ} (hb : 0 < b) (φ : ℝ → ℝ)
    (hφ : ∀ a, IsGroundPhase a b (φ a)) : Continuous fun a => Real.cos (φ a) := by
  have h : (fun a => Real.cos (φ a)) = fun a => max (-1) (min 1 (a / (4 * b))) :=
    funext fun a => (isGroundPhase_iff hb).1 (hφ a)
  rw [h]
  exact continuous_const.max (continuous_const.min (continuous_id.div_const _))

/-- For `|a| < 4 b`, every ground phase has cosine `a / (4 b)` and nonzero sine, and its
energy is `-b - a² / (8 b)`. -/
theorem phi_junction {a b x : ℝ} (hab : |a| < 4 * b) (hx : IsGroundPhase a b x) :
    Real.cos x = a / (4 * b) ∧ Real.sin x ≠ 0 ∧
      energy a b x = -b - a ^ 2 / (8 * b) := by
  have hb : 0 < b := by linarith [abs_nonneg a]
  have hb4 : 0 < 4 * b := by positivity
  have h1 : -1 < a / (4 * b) := (lt_div_iff₀ hb4).2 (by linarith [(abs_lt.1 hab).1])
  have h2 : a / (4 * b) < 1 := (div_lt_iff₀ hb4).2 (by linarith [(abs_lt.1 hab).2])
  have hc : Real.cos x = a / (4 * b) := by
    rw [(isGroundPhase_iff hb).1 hx, min_eq_right h2.le, max_eq_right h1.le]
  refine ⟨hc, ?_, ?_⟩
  · intro hs
    have hone := Real.sin_sq_add_cos_sq x
    rw [hs, hc] at hone
    nlinarith [mul_pos (sub_pos.2 h1) (sub_pos.2 h2)]
  · have hb0 : b ≠ 0 := hb.ne'
    rw [energy_eq, hc]
    field_simp
    ring

/-- With second harmonic `-b`, `b > 0`, and `a > 0`, the ground phases are exactly those
with cosine `1`. -/
theorem groundPhase_neg_of_pos {a b x : ℝ} (hb : 0 < b) (ha : 0 < a) :
    IsGroundPhase a (-b) x ↔ Real.cos x = 1 := by
  constructor
  · intro h
    have h0 := h 0
    simp only [energy_eq, Real.cos_zero] at h0
    by_contra hn
    have hlt := lt_of_le_of_ne (Real.cos_le_one x) hn
    nlinarith [mul_pos ha (sub_pos.2 hlt),
      mul_nonneg hb.le (sub_nonneg.2 (Real.cos_sq_le_one x))]
  · intro hx y
    simp only [energy_eq, hx]
    nlinarith [mul_nonneg ha.le (sub_nonneg.2 (Real.cos_le_one y)),
      mul_nonneg hb.le (sub_nonneg.2 (Real.cos_sq_le_one y))]

/-- With second harmonic `-b`, `b > 0`, and `a < 0`, the ground phases are exactly those
with cosine `-1`. -/
theorem groundPhase_neg_of_neg {a b x : ℝ} (hb : 0 < b) (ha : a < 0) :
    IsGroundPhase a (-b) x ↔ Real.cos x = -1 := by
  -- a shift of the phase by π reverses the sign of the first harmonic
  have hshift : ∀ y, energy (-a) (-b) (y + Real.pi) = energy a (-b) y := by
    intro y
    simp only [energy_eq, Real.cos_add_pi]
    ring
  have hiff : IsGroundPhase a (-b) x ↔ IsGroundPhase (-a) (-b) (x + Real.pi) := by
    constructor
    · intro h y
      have hy := hshift (y - Real.pi)
      rw [sub_add_cancel] at hy
      rw [hshift, hy]
      exact h _
    · intro h y
      rw [← hshift x, ← hshift y]
      exact h _
  rw [hiff, groundPhase_neg_of_pos hb (neg_pos.2 ha), Real.cos_add_pi, neg_eq_iff_eq_neg]

/-- With second harmonic `-b`, `b > 0`, and no first harmonic, the ground phases are exactly
those with cosine `-1` or `1`. -/
theorem groundPhase_neg_zero {b x : ℝ} (hb : 0 < b) :
    IsGroundPhase 0 (-b) x ↔ Real.cos x = -1 ∨ Real.cos x = 1 := by
  constructor
  · intro h
    have h0 := h 0
    simp only [energy_eq, Real.cos_zero] at h0
    have hsq : Real.cos x ^ 2 = 1 := by
      by_contra hn
      have hlt := lt_of_le_of_ne (Real.cos_sq_le_one x) hn
      nlinarith [mul_pos hb (sub_pos.2 hlt)]
    have hprod : (Real.cos x + 1) * (Real.cos x - 1) = 0 := by linear_combination hsq
    rcases mul_eq_zero.1 hprod with h1 | h1
    · left; linarith
    · right; linarith
  · intro hx y
    have hsq : Real.cos x ^ 2 = 1 := by
      rcases hx with h | h <;> rw [h] <;> norm_num
    simp only [energy_eq, hsq]
    nlinarith [mul_nonneg hb.le (sub_nonneg.2 (Real.cos_sq_le_one y))]

/-- With second harmonic `-b`, `b > 0`, the cosine of the ground phase jumps from `-1` to `1`
as `a` increases through zero, whichever ground phase is chosen at each `a`. -/
theorem cos_groundPhase_jump {b : ℝ} (hb : 0 < b) (φ : ℝ → ℝ)
    (hφ : ∀ a, IsGroundPhase a (-b) (φ a)) :
    Tendsto (fun a => Real.cos (φ a)) (𝓝[<] 0) (𝓝 (-1)) ∧
      Tendsto (fun a => Real.cos (φ a)) (𝓝[>] 0) (𝓝 1) := by
  constructor
  · refine tendsto_const_nhds.congr' ?_
    filter_upwards [self_mem_nhdsWithin] with a ha
    exact ((groundPhase_neg_of_neg hb ha).1 (hφ a)).symm
  · refine tendsto_const_nhds.congr' ?_
    filter_upwards [self_mem_nhdsWithin] with a ha
    exact ((groundPhase_neg_of_pos hb ha).1 (hφ a)).symm

end

end PiJunction
```

```lean
#print axioms PiJunction.continuous_cos_groundPhase
#print axioms PiJunction.phi_junction
#print axioms PiJunction.groundPhase_neg_zero
#print axioms PiJunction.cos_groundPhase_jump
```

```
'PiJunction.continuous_cos_groundPhase' depends on axioms: [propext, Classical.choice, Quot.sound]
'PiJunction.phi_junction' depends on axioms: [propext, Classical.choice, Quot.sound]
'PiJunction.groundPhase_neg_zero' depends on axioms: [propext, Classical.choice, Quot.sound]
'PiJunction.cos_groundPhase_jump' depends on axioms: [propext, Classical.choice, Quot.sound]
```

### From the energy difference to the two kinds of crossover

`energy_eq` applies the double-angle identity, so that every later comparison is algebra in the cosine.

`energy_gap` is the inequality with the term 2b(c − k)². Its intermediate claim `key` is the nonnegativity of (c − k)(4bk − a). The two uses of `le_total` split the proof into the upper saturated, interior and lower saturated cases. In the saturated cases, `nlinarith` receives the product of the two quantities whose signs were found above. The final `nlinarith` combines `key` with the expanded energies.

For the forward direction of `isGroundPhase_iff`, the proof takes y to be the arccosine of the clamped value. A ground phase x has energy no greater than y, while `energy_gap` says that it has at least 2b(c − k)² more. The square must therefore vanish, which gives c = k. In the reverse direction, x itself plays the part of y in the gap inequality, and the square is discarded because it is nonnegative.

The continuity proof uses this equivalence at every a to replace the cosine of the selected phase by the clamped ratio. It then builds continuity from division by a constant, minimum and maximum.

In `phi_junction`, the strict window removes both cutoffs. If the sine were zero, sin² x + cos² x = 1 would force the ratio a/(4b) to have square 1, contradicting its strict bounds. The energy follows by substitution, with `field_simp` and `ring` doing the simplification.

`groundPhase_neg_of_pos` makes the comparison with phase 0. The facts passed to `nlinarith` are the signs of a(1 − c) and b(1 − c²). `groundPhase_neg_of_neg` proves the shift identity `hshift`, carries the minimization condition over to the shifted phase, and applies the positive-a result. `groundPhase_neg_zero` first obtains c² = 1 by comparison with phase 0, then factors (c + 1)(c − 1) = 0 to get the two values.

For the jump, no estimate near zero is needed. At every negative a the selected cosine equals −1, and at every positive a it equals 1. Each one-sided limit is therefore the limit of a constant, which is what `tendsto_const_nhds.congr'` expresses.

### A wrong sign of b, in numbers

The clamped formula needs more than b ≠ 0. Take a = 1 and b = −1. The formula would give cos x = −1/4, where the energy is

E = 1/4 − (2/16 − 1) = 9/8.

At x = 0 the energy is −1 − 1 = −2, which is far lower. The formula has picked out a phase that is not a ground state.

### Applying this to your junction

The step you must justify separately is that your junction's energy is described by these two harmonics, with b held fixed while a is tuned. In a real device, the barrier thickness or temperature that changes a generally changes b as well, and higher harmonics may matter near the crossover, where a is small.

The result also concerns the global minimum of a classical phase energy, without charging energy, thermal fluctuations or a bias current. For a negative second harmonic, a swept junction can remain for a while in the well that has ceased to be the lowest, so an observed switch need not occur at a = 0.

Within this two-harmonic classical model, the result locates the potential minima around which one would begin a quantum treatment of a single φ-junction shunted only by a capacitance. It also gives a simulation of the crossover a definite target: for b > 0, a minimizer should return cos x = a/(4b) throughout |a| < 4b, and either sign of x is acceptable.
